# The Klemens conductivity integral is an arctangent and, at strong disorder, falls as the inverse square root of the defect strength

Point defects scatter a phonon at a rate proportional to the defect strength $A$, which suggests that the conductivity of a strongly disordered alloy falls as $1/A$. In the model below, that estimate is too small by a factor that grows as $\sqrt A$. Defects scatter phonons of low frequency far less than those near the cutoff, and at strong disorder most of the remaining heat is carried at low frequency.

## Two scattering rates in a Debye crystal

Let a phonon of frequency $w$ relax at the rate $Aw^4+Bw^2$. The constant $A$ stands for the strength of mass disorder and other point defects, and $B$ for Umklapp scattering at a fixed temperature. With a Debye density of states, a constant heat capacity per mode and cutoff $w_D$, the conductivity is, up to constant prefactors,

$$K(A)=\int_0^{w_D}\frac{w^2}{Aw^4+Bw^2}\,dw .$$

## Closed form, bounds and limit

For $A,B,w_D>0$ and $u=w_D\sqrt{A/B}$,

$$K(A)=\frac{w_D}{B}\,\frac{\arctan u}{u},\qquad \frac{1}{1+u^2/3}<\frac{\arctan u}{u}<1,$$

and $\sqrt A\,K(A)$ stays below $\pi/(2\sqrt B)$ and tends to it as $A\to\infty$. Within this two-rate relaxation-time model, the formula gives a reference value for testing a numerical conductivity integral.

## Derivation

**Integral.** For $w>0$ the integrand is $1/(Aw^2+B)$. Put $s=\sqrt{A/B}$, so that $A=Bs^2$ and $u=w_Ds$. Since

$$\frac{d}{dw}\,\frac{\arctan(ws)}{Bs}=\frac{1}{B(1+w^2s^2)}=\frac{1}{Aw^2+B},$$

we get $K(A)=\arctan(w_Ds)/(Bs)=(w_D/B)\arctan(u)/u$.

**Upper bound.** The angle $y=\arctan u$ lies in $(0,\pi/2)$, where $y<\tan y=u$.

**Lower bound.** Let $f(x)=\arctan x-3x/(3+x^2)$. Then

$$f'(x)=\frac1{1+x^2}-\frac{9-3x^2}{(3+x^2)^2}=\frac{4x^4}{(1+x^2)(3+x^2)^2},$$

which is positive for $x>0$. As $f(0)=0$, we have $f(u)>0$. Dividing by $u$ gives the bound, because $3/(3+u^2)=1/(1+u^2/3)$.

**Strong disorder.** Since $\sqrt A/(Bs)=1/\sqrt B$, we have $\sqrt A\,K(A)=\arctan(u)/\sqrt B$. The arctangent is below $\pi/2$ and tends to it as $u\to\infty$.

## The defect-free crystal

At $A=0$ the integrand is $1/B$, so $K(0)=w_D/B$. Multiplying the bounds by this value gives

$$\frac{K(0)}{1+u^2/3}<K(A)<K(0)\qquad(A>0).$$

## How the Lean statements express the physics

All quantities are real numbers without units. `scatteringRate` is the assumed rate, `conductivityIntegral` is $K$, with `wD` for $w_D$, and `disorderParameter` is $u$. The integral runs over $0<w\le w_D$, so the quotient $0/0$ at $w=0$ plays no part.

The closed form is `conductivityIntegral_eq_arctan`, and the bounds on $K(A)$ are `conductivityIntegral_bounds`. In `tendsto_strong_disorder`, `atTop` means $A\to\infty$ with $B$ and $w_D$ fixed.

The two rates and their addition are put in by definition, not derived from a Hamiltonian. Boundary scattering, normal processes and the temperature dependence of the heat capacity are absent.

```lean
import Mathlib

open Filter Topology

namespace KlemensAlloyScattering

noncomputable section

/-- Relaxation rate of a phonon of frequency `w`: point-defect scattering `A w^4` plus
Umklapp scattering `B w^2`. -/
def scatteringRate (A B w : ℝ) : ℝ := A * w ^ 4 + B * w ^ 2

/-- Thermal conductivity of a Debye crystal with cutoff `wD`, up to constant prefactors: the
integral of `w^2` over the scattering rate, for rates that are nonzero when `0 < w ≤ wD`. -/
def conductivityIntegral (A B wD : ℝ) : ℝ :=
  ∫ w in (0 : ℝ)..wD, w ^ 2 / scatteringRate A B w

/-- The dimensionless disorder parameter `u = wD sqrt(A/B)`, for `A ≥ 0` and `B > 0`. -/
def disorderParameter (A B wD : ℝ) : ℝ := wD * Real.sqrt (A / B)

/-- The conductivity integral with the common factor `w^2` cancelled from its integrand. -/
theorem conductivityIntegral_eq_reduced (A B : ℝ) {wD : ℝ} (hwD : 0 ≤ wD) :
    conductivityIntegral A B wD = ∫ w in (0 : ℝ)..wD, 1 / (A * w ^ 2 + B) := by
  unfold conductivityIntegral
  refine intervalIntegral.integral_congr_ae (Eventually.of_forall fun w hw => ?_)
  rw [Set.uIoc_of_le hwD] at hw
  have hw2 : w ^ 2 ≠ 0 := pow_ne_zero 2 hw.1.ne'
  have hr : scatteringRate A B w = w ^ 2 * (A * w ^ 2 + B) := by
    unfold scatteringRate
    ring
  calc w ^ 2 / scatteringRate A B w = w ^ 2 * 1 / (w ^ 2 * (A * w ^ 2 + B)) := by
        rw [hr, mul_one]
    _ = 1 / (A * w ^ 2 + B) := mul_div_mul_left _ _ hw2

/-- The integral of a Lorentzian in frequency is an arctangent of the cutoff. -/
theorem integral_lorentzian {B s : ℝ} (hB : 0 < B) (hs : 0 < s) (wD : ℝ) :
    ∫ w in (0 : ℝ)..wD, 1 / (B * s ^ 2 * w ^ 2 + B) = Real.arctan (wD * s) / (B * s) := by
  have hne : ∀ w : ℝ, B * s ^ 2 * w ^ 2 + B ≠ 0 := fun w => by positivity
  have hd : ∀ w ∈ Set.uIcc 0 wD, HasDerivAt (fun x : ℝ => Real.arctan (x * s) / (B * s))
      (1 / (B * s ^ 2 * w ^ 2 + B)) w := by
    intro w _
    have h1 : HasDerivAt (fun x : ℝ => x * s) s w := hasDerivAt_mul_const s
    have h2 : HasDerivAt (fun x : ℝ => Real.arctan (x * s) / (B * s))
        (1 / (1 + (w * s) ^ 2) * s / (B * s)) w := h1.arctan.div_const (B * s)
    refine h2.congr_deriv ?_
    have hq : 0 < 1 + (w * s) ^ 2 := by positivity
    have he : B * s ^ 2 * w ^ 2 + B = B * (1 + (w * s) ^ 2) := by ring
    rw [he]
    generalize 1 + (w * s) ^ 2 = q at hq ⊢
    field_simp
  have hc : Continuous fun w : ℝ => 1 / (B * s ^ 2 * w ^ 2 + B) :=
    Continuous.div continuous_const (by fun_prop) hne
  rw [intervalIntegral.integral_eq_sub_of_hasDerivAt hd (hc.intervalIntegrable 0 wD)]
  simp

/-- Closed form of the conductivity integral: `K(A) = (wD/B) arctan(u)/u`. -/
theorem conductivityIntegral_eq_arctan {A B wD : ℝ} (hA : 0 < A) (hB : 0 < B) (hwD : 0 < wD) :
    conductivityIntegral A B wD =
      wD / B * (Real.arctan (disorderParameter A B wD) / disorderParameter A B wD) := by
  have hs : 0 < Real.sqrt (A / B) := Real.sqrt_pos.2 (div_pos hA hB)
  have hs2 : B * Real.sqrt (A / B) ^ 2 = A := by
    rw [Real.sq_sqrt (div_pos hA hB).le]
    exact mul_div_cancel₀ A hB.ne'
  have h := integral_lorentzian hB hs wD
  rw [hs2] at h
  rw [conductivityIntegral_eq_reduced A B hwD.le, h]
  unfold disorderParameter
  have key : ∀ s t : ℝ, 0 < s → t / (B * s) = wD / B * (t / (wD * s)) := by
    intro s t hs
    field_simp
  exact key _ _ hs

/-- For `u > 0` the reduction factor `arctan(u)/u` lies strictly between `1/(1 + u^2/3)`
and `1`. -/
theorem arctan_div_self_bounds {u : ℝ} (hu : 0 < u) :
    1 / (1 + u ^ 2 / 3) < Real.arctan u / u ∧ Real.arctan u / u < 1 := by
  constructor
  · -- the difference of the two sides, times u, has a positive derivative
    have hd : ∀ x : ℝ, HasDerivAt (fun y : ℝ => Real.arctan y - 3 * y / (3 + y ^ 2))
        (4 * x ^ 4 / ((1 + x ^ 2) * (3 + x ^ 2) ^ 2)) x := by
      intro x
      have h1 : HasDerivAt (fun y : ℝ => 3 * y) 3 x := by
        simpa using (hasDerivAt_id' x).const_mul (3 : ℝ)
      have h2 : HasDerivAt (fun y : ℝ => 3 + y ^ 2) (2 * x) x := by
        simpa using (hasDerivAt_pow 2 x).const_add (3 : ℝ)
      have hne : 3 + x ^ 2 ≠ 0 := by positivity
      have hne' : 1 + x ^ 2 ≠ 0 := by positivity
      refine ((Real.hasDerivAt_arctan x).fun_sub (h1.fun_div h2 hne)).congr_deriv ?_
      field_simp
      ring
    have hmono : StrictMonoOn (fun y : ℝ => Real.arctan y - 3 * y / (3 + y ^ 2))
        (Set.Ici 0) := by
      refine strictMonoOn_of_deriv_pos (convex_Ici 0)
        (fun x _ => (hd x).continuousAt.continuousWithinAt) fun x hx => ?_
      have hx' : 0 < x := by simpa using hx
      rw [(hd x).deriv]
      positivity
    have h : Real.arctan 0 - 3 * 0 / (3 + (0 : ℝ) ^ 2) < Real.arctan u - 3 * u / (3 + u ^ 2) :=
      hmono (Set.mem_Ici.2 le_rfl) (Set.mem_Ici.2 hu.le) hu
    have h0 : Real.arctan 0 - 3 * 0 / (3 + (0 : ℝ) ^ 2) = 0 := by simp
    have he : 1 / (1 + u ^ 2 / 3) * u = 3 * u / (3 + u ^ 2) := by
      rw [div_mul_eq_mul_div, div_eq_div_iff (by positivity) (by positivity)]
      ring
    rw [lt_div_iff₀ hu, he]
    linarith
  · -- x < tan x at x = arctan u
    have hpos : 0 < Real.arctan u := by
      simpa using Real.arctan_strictMono hu
    have h := Real.lt_tan hpos (Real.arctan_lt_pi_div_two u)
    rw [Real.tan_arctan] at h
    rw [div_lt_iff₀ hu]
    linarith

/-- Without point defects the conductivity integral satisfies `K(0) B = wD`. -/
theorem conductivityIntegral_pristine {B wD : ℝ} (hB : B ≠ 0) (hwD : 0 ≤ wD) :
    conductivityIntegral 0 B wD * B = wD := by
  rw [conductivityIntegral_eq_reduced 0 B hwD]
  simp [hB]

/-- Point defects lower the conductivity integral below its defect-free value `K(0)`, but
never to `K(0)/(1 + u^2/3)` or less. -/
theorem conductivityIntegral_bounds {A B wD : ℝ} (hA : 0 < A) (hB : 0 < B) (hwD : 0 < wD) :
    conductivityIntegral 0 B wD / (1 + disorderParameter A B wD ^ 2 / 3)
        < conductivityIntegral A B wD ∧
      conductivityIntegral A B wD < conductivityIntegral 0 B wD := by
  have hu : 0 < disorderParameter A B wD :=
    mul_pos hwD (Real.sqrt_pos.2 (div_pos hA hB))
  have h0 : conductivityIntegral 0 B wD = wD / B :=
    (eq_div_iff hB.ne').2 (conductivityIntegral_pristine hB.ne' hwD.le)
  have hc : 0 < wD / B := div_pos hwD hB
  obtain ⟨hl, hr⟩ := arctan_div_self_bounds hu
  rw [h0, conductivityIntegral_eq_arctan hA hB hwD]
  constructor
  · rw [div_eq_mul_one_div (wD / B)]
    exact mul_lt_mul_of_pos_left hl hc
  · have h := mul_lt_mul_of_pos_left hr hc
    linarith

/-- The rescaled conductivity integral is `sqrt(A) K(A) = arctan(u)/sqrt(B)`. -/
theorem sqrt_mul_conductivityIntegral {A B wD : ℝ} (hA : 0 < A) (hB : 0 < B) (hwD : 0 < wD) :
    Real.sqrt A * conductivityIntegral A B wD =
      Real.arctan (disorderParameter A B wD) / Real.sqrt B := by
  rw [conductivityIntegral_eq_arctan hA hB hwD]
  unfold disorderParameter
  rw [Real.sqrt_div hA.le]
  have key : ∀ a b t : ℝ, 0 < a → 0 < b → b ^ 2 = B →
      a * (wD / B * (t / (wD * (a / b)))) = t / b := by
    intro a b t ha hb h
    rw [← h]
    field_simp
  exact key _ _ _ (Real.sqrt_pos.2 hA) (Real.sqrt_pos.2 hB) (Real.sq_sqrt hB.le)

/-- At every defect strength `A > 0`, `sqrt(A) K(A)` is less than `pi/(2 sqrt B)`. -/
theorem sqrt_mul_conductivityIntegral_lt {A B wD : ℝ} (hA : 0 < A) (hB : 0 < B)
    (hwD : 0 < wD) :
    Real.sqrt A * conductivityIntegral A B wD < Real.pi / (2 * Real.sqrt B) := by
  rw [sqrt_mul_conductivityIntegral hA hB hwD, ← div_div]
  exact div_lt_div_of_pos_right (Real.arctan_lt_pi_div_two _) (Real.sqrt_pos.2 hB)

/-- Strong alloy disorder: `sqrt(A) K(A)` tends to `pi/(2 sqrt B)` as `A` tends to infinity. -/
theorem tendsto_strong_disorder {B wD : ℝ} (hB : 0 < B) (hwD : 0 < wD) :
    Tendsto (fun A => Real.sqrt A * conductivityIntegral A B wD) atTop
      (𝓝 (Real.pi / (2 * Real.sqrt B))) := by
  -- the disorder parameter diverges, so its arctangent saturates
  have hu : Tendsto (fun A => disorderParameter A B wD) atTop atTop :=
    (Real.tendsto_sqrt_atTop.comp (tendsto_id.atTop_div_const hB)).const_mul_atTop hwD
  have h1 := ((Real.tendsto_arctan_atTop.mono_right nhdsWithin_le_nhds).comp hu).div_const
    (Real.sqrt B)
  rw [← div_div]
  refine h1.congr' ?_
  filter_upwards [eventually_gt_atTop (0 : ℝ)] with A hA
  exact (sqrt_mul_conductivityIntegral hA hB hwD).symm

end

end KlemensAlloyScattering
```

```lean
#print axioms KlemensAlloyScattering.conductivityIntegral_eq_arctan
#print axioms KlemensAlloyScattering.conductivityIntegral_bounds
#print axioms KlemensAlloyScattering.sqrt_mul_conductivityIntegral_lt
#print axioms KlemensAlloyScattering.tendsto_strong_disorder
```

```
'KlemensAlloyScattering.conductivityIntegral_eq_arctan' depends on axioms: [propext, Classical.choice, Quot.sound]
'KlemensAlloyScattering.conductivityIntegral_bounds' depends on axioms: [propext, Classical.choice, Quot.sound]
'KlemensAlloyScattering.sqrt_mul_conductivityIntegral_lt' depends on axioms: [propext, Classical.choice, Quot.sound]
'KlemensAlloyScattering.tendsto_strong_disorder' depends on axioms: [propext, Classical.choice, Quot.sound]
```

## How the proof follows the derivation

`conductivityIntegral_eq_reduced` cancels $w^2$ under the integral, using `integral_congr_ae` to compare the integrands only where $w>0$. `integral_lorentzian` checks the derivative of the arctangent and applies the fundamental theorem of calculus; continuity of the integrand supplies integrability. The closed form follows by setting $s=\sqrt{A/B}$.

In `arctan_div_self_bounds`, `hd` is the formula for $f'$. The step `strictMonoOn_of_deriv_pos` asks for a positive derivative only in the interior of $[0,\infty)$, so the zero of $f'$ at the origin does no harm. The upper bound is `Real.lt_tan` at $\arctan u$.

`conductivityIntegral_pristine` evaluates the case $A=0$ as $K(0)B=w_D$, and `conductivityIntegral_bounds` multiplies the arctangent bounds by $w_D/B$.

`sqrt_mul_conductivityIntegral` gives the rescaled identity, from which `sqrt_mul_conductivityIntegral_lt` reads off the strict ceiling. For the limit, `hu` shows that $u$ diverges and `h1` passes this through the arctangent. The identity was proved under the hypothesis $A>0$, which holds for all sufficiently large $A$; `filter_upwards` supplies this condition.
